# A Chebyshev upper bound on the lowest Rayleigh quotient in a Krylov space

Take a Hamiltonian A with levels 0, 1 and 3, and a state with components (2, 1, 1) in its eigenbasis. Applying 2 − A gives (4, 1, −1): the ground component doubles, the excited ones keep their size, and the mean energy falls from 2/3 to 2/9.

In Lean 4 with Mathlib:

```lean
import Mathlib

open Polynomial InnerProductGeometry
open scoped InnerProductSpace

namespace LanczosConvergence

noncomputable section

variable {E ι : Type*} [NormedAddCommGroup E] [InnerProductSpace ℝ E] [Fintype ι]

/-- The Krylov space `K_k(A, v)`, spanned by `v, A v, ..., A^(k-1) v`. -/
def krylov (A : Module.End ℝ E) (v : E) (k : ℕ) : Submodule ℝ E :=
  Submodule.span ℝ (Set.range fun j : Fin k => (A ^ (j : ℕ)) v)

/-- The Rayleigh quotient `⟨x, A x⟩ / ⟨x, x⟩` of a nonzero vector `x`. -/
def rayleigh (A : Module.End ℝ E) (x : E) : ℝ := ⟪x, A x⟫_ℝ / ‖x‖ ^ 2

/-- The gap ratio `γ = (l2 - l1) / (lmax - l2)`, for `l2 ≠ lmax`. -/
def gapRatio (l1 l2 lmax : ℝ) : ℝ := (l2 - l1) / (lmax - l2)

/-- The factor `ρ = 1 + 2γ + 2 √(γ² + γ)`, for `γ ≥ 0`. -/
def rate (γ : ℝ) : ℝ := 1 + 2 * γ + 2 * √(γ ^ 2 + γ)

/-- A polynomial in `A` of degree below `k`, applied to `v`, lies in `K_k(A, v)`. -/
theorem aeval_mem_krylov (A : Module.End ℝ E) (v : E) {k : ℕ} (p : ℝ[X])
    (hp : p.natDegree < k) : aeval A p v ∈ krylov A v k := by
  rw [aeval_eq_sum_range' hp, LinearMap.sum_apply]
  refine Submodule.sum_mem _ fun j hj => ?_
  rw [LinearMap.smul_apply]
  exact Submodule.smul_mem _ _ (Submodule.subset_span ⟨⟨j, Finset.mem_range.mp hj⟩, rfl⟩)

/-- In an orthonormal eigenbasis of `A`, the operator `p(A)` multiplies the component
along the `i`-th eigenvector by `p(l i)`. -/
theorem inner_aeval (b : OrthonormalBasis ι ℝ E) (l : ι → ℝ) (A : Module.End ℝ E)
    (hA : ∀ i, A (b i) = l i • b i) (p : ℝ[X]) (v : E) (i : ι) :
    ⟪b i, aeval A p v⟫_ℝ = p.eval (l i) * ⟪b i, v⟫_ℝ := by
  classical
  have h1 : ∀ x, ⟪b i, A x⟫_ℝ = l i * ⟪b i, x⟫_ℝ := by
    intro x
    conv_lhs => rw [← b.sum_repr' x]
    simp only [map_sum, map_smul, hA, inner_sum, inner_smul_right,
      orthonormal_iff_ite.mp b.orthonormal, mul_ite, mul_one, mul_zero,
      Finset.sum_ite_eq, Finset.mem_univ, if_true]
    ring
  have h2 : ∀ n : ℕ, ⟪b i, (A ^ n) v⟫_ℝ = l i ^ n * ⟪b i, v⟫_ℝ := by
    intro n
    induction n with
    | zero => simp
    | succ n ih => rw [pow_succ', Module.End.mul_apply, h1, ih]; ring
  rw [aeval_eq_sum_range, eval_eq_sum_range, LinearMap.sum_apply, inner_sum, Finset.sum_mul]
  refine Finset.sum_congr rfl fun n _ => ?_
  rw [LinearMap.smul_apply, inner_smul_right, h2]
  ring

/-- The squared norm is the sum of the squared components in an orthonormal basis. -/
theorem norm_sq_eq (b : OrthonormalBasis ι ℝ E) (x : E) :
    ‖x‖ ^ 2 = ∑ i, ⟪b i, x⟫_ℝ ^ 2 := by
  rw [← real_inner_self_eq_norm_sq, ← b.sum_inner_mul_inner x x]
  refine Finset.sum_congr rfl fun i _ => ?_
  rw [real_inner_comm (b i) x]
  ring

/-- For any `x`, normalised or not, `⟨x, A x⟩ - l g ‖x‖²` is the sum of the level differences
`l i - l g`, weighted with the squared components of `x` in the orthonormal eigenbasis. -/
theorem energy_excess (b : OrthonormalBasis ι ℝ E) (l : ι → ℝ) (A : Module.End ℝ E)
    (hA : ∀ i, A (b i) = l i • b i) (g : ι) (x : E) :
    ⟪x, A x⟫_ℝ - l g * ‖x‖ ^ 2 = ∑ i, (l i - l g) * ⟪b i, x⟫_ℝ ^ 2 := by
  rw [norm_sq_eq b x, ← b.sum_inner_mul_inner x (A x), Finset.mul_sum,
    ← Finset.sum_sub_distrib]
  refine Finset.sum_congr rfl fun i _ => ?_
  have h := inner_aeval b l A hA X x i
  rw [aeval_X, eval_X] at h
  rw [h, real_inner_comm (b i) x]
  ring

/-- Let `v` make an angle `θ < π/2` with the eigenvector `b g`, and let no eigenvalue exceed `L`. A
polynomial filter `p` with `p(l g) ≠ 0` and `|p| ≤ 1` at the other eigenvalues gives a nonzero
`p(A) v` with Rayleigh quotient at most `l g + (L - l g) tan² θ / p(l g)²`. -/
theorem rayleigh_filter_le (b : OrthonormalBasis ι ℝ E) (l : ι → ℝ) (A : Module.End ℝ E)
    (hA : ∀ i, A (b i) = l i • b i) (g : ι) (v : E) (hv : angle (b g) v < Real.pi / 2)
    (L : ℝ) (hL : ∀ i, l i ≤ L) (p : ℝ[X]) (hp0 : p.eval (l g) ≠ 0)
    (hp : ∀ i, i ≠ g → |p.eval (l i)| ≤ 1) :
    aeval A p v ≠ 0 ∧ rayleigh A (aeval A p v) ≤
      l g + (L - l g) * Real.tan (angle (b g) v) ^ 2 / p.eval (l g) ^ 2 := by
  classical
  have hcos : 0 < Real.cos (angle (b g) v) :=
    Real.cos_pos_of_mem_Ioo ⟨by linarith [angle_nonneg (b g) v, Real.pi_pos], hv⟩
  have hv0 : v ≠ 0 := by
    rintro rfl
    rw [angle_zero_right] at hv
    exact lt_irrefl _ hv
  have hi := cos_angle_mul_norm_mul_norm (b g) v
  rw [b.orthonormal.1 g, one_mul] at hi
  have hc : ⟪b g, v⟫_ℝ ≠ 0 := by
    rw [← hi]
    exact (mul_pos hcos (norm_pos_iff.mpr hv0)).ne'
  -- tan² θ compares the excited part of v with its ground-state part
  have ht : Real.tan (angle (b g) v) ^ 2 * ⟪b g, v⟫_ℝ ^ 2 = ‖v‖ ^ 2 - ⟪b g, v⟫_ℝ ^ 2 := by
    rw [← hi]
    linear_combination (‖v‖ ^ 2 * (Real.tan (angle (b g) v) * Real.cos (angle (b g) v)
      + Real.sin (angle (b g) v))) * Real.tan_mul_cos hcos.ne'
      + ‖v‖ ^ 2 * Real.sin_sq_add_cos_sq (angle (b g) v)
  have hx := inner_aeval b l A hA p v
  have k1 : (p.eval (l g) * ⟪b g, v⟫_ℝ) ^ 2 ≤ ‖aeval A p v‖ ^ 2 := by
    rw [← hx g, norm_sq_eq b (aeval A p v)]
    exact Finset.single_le_sum (f := fun i => ⟪b i, aeval A p v⟫_ℝ ^ 2)
      (fun i _ => sq_nonneg _) (Finset.mem_univ g)
  -- the filter does not amplify the excited components
  have k2 : ⟪aeval A p v, A (aeval A p v)⟫_ℝ - l g * ‖aeval A p v‖ ^ 2
      ≤ (L - l g) * (‖v‖ ^ 2 - ⟪b g, v⟫_ℝ ^ 2) := by
    have hsum : ∑ i, (L - l g) * (⟪b i, v⟫_ℝ ^ 2 - if i = g then ⟪b g, v⟫_ℝ ^ 2 else 0)
        = (L - l g) * (‖v‖ ^ 2 - ⟪b g, v⟫_ℝ ^ 2) := by
      rw [← Finset.mul_sum, Finset.sum_sub_distrib, norm_sq_eq b v]
      simp
    rw [energy_excess b l A hA g, ← hsum]
    refine Finset.sum_le_sum fun i _ => ?_
    by_cases h : i = g
    · simp [h]
    · rw [if_neg h, sub_zero, hx i, mul_pow]
      have hq := (sq_le_one_iff_abs_le_one _).mpr (hp i h)
      exact (mul_le_mul_of_nonneg_right (by linarith [hL i]) (by positivity)).trans
        (mul_le_mul_of_nonneg_left (mul_le_of_le_one_left (sq_nonneg _) hq)
          (sub_nonneg.mpr (hL g)))
  have hpos : 0 < ‖aeval A p v‖ ^ 2 :=
    lt_of_lt_of_le (pow_pos (abs_pos.mpr (mul_ne_zero hp0 hc)) 2 |>.trans_eq (sq_abs _)) k1
  refine ⟨fun h => by rw [h] at hpos; simp at hpos, ?_⟩
  rw [rayleigh, div_le_iff₀ hpos]
  have hR : 0 ≤ (L - l g) * Real.tan (angle (b g) v) ^ 2 / p.eval (l g) ^ 2 :=
    div_nonneg (mul_nonneg (sub_nonneg.mpr (hL g)) (sq_nonneg _)) (sq_nonneg _)
  have k3 := mul_le_mul_of_nonneg_left k1 hR
  have k4 : (L - l g) * Real.tan (angle (b g) v) ^ 2 / p.eval (l g) ^ 2
      * (p.eval (l g) * ⟪b g, v⟫_ℝ) ^ 2 = (L - l g) * (‖v‖ ^ 2 - ⟪b g, v⟫_ℝ ^ 2) := by
    rw [← ht, mul_pow, ← mul_assoc, div_mul_cancel₀ _ (pow_ne_zero 2 hp0)]
    ring
  rw [add_mul]
  linarith

/-- For `γ ≥ 0` the factor `ρ = rate γ` is positive, and the Chebyshev polynomial satisfies
`T_m(1 + 2γ) ≥ ρ^m / 2`. -/
theorem chebyshev_growth {γ : ℝ} (hγ : 0 ≤ γ) (m : ℕ) :
    0 < rate γ ∧ rate γ ^ m / 2 ≤ (Chebyshev.T ℝ m).eval (1 + 2 * γ) := by
  have hs : √(γ ^ 2 + γ) ^ 2 = γ ^ 2 + γ := Real.sq_sqrt (by positivity)
  have hz : 0 < rate γ := by unfold rate; positivity
  obtain ⟨w, hw⟩ : ∃ w, w = 1 + 2 * γ - 2 * √(γ ^ 2 + γ) := ⟨_, rfl⟩
  have hzw : rate γ * w = 1 := by
    rw [hw, rate]
    linear_combination -4 * hs
  have hw0 : 0 < w := pos_of_mul_pos_right (by rw [hzw]; exact one_pos) hz.le
  have hy : 1 + 2 * γ = (rate γ + w) / 2 := by rw [hw, rate]; ring
  -- closed form of T_m at 1 + 2γ, from the three-term recursion
  have key : (Chebyshev.T ℝ m).eval ((rate γ + w) / 2) = (rate γ ^ m + w ^ m) / 2 := by
    induction m using Nat.twoStepInduction with
    | zero => simp
    | one => simp
    | more n h0 h1 =>
      rw [show ((n + 2 : ℕ) : ℤ) = (n : ℤ) + 2 by omega, Chebyshev.T_add_two,
        show (n : ℤ) + 1 = ((n + 1 : ℕ) : ℤ) by omega]
      simp only [eval_sub, eval_mul, eval_X, eval_ofNat]
      rw [h0, h1]
      linear_combination (rate γ ^ n + w ^ n) / 2 * hzw
  refine ⟨hz, ?_⟩
  rw [hy, key]
  linarith [pow_pos hw0 m]

/-- The Chebyshev polynomial `T_m` has degree at most `m`. -/
theorem chebyshev_degree (m : ℕ) : (Chebyshev.T ℝ m).natDegree ≤ m := by
  induction m using Nat.twoStepInduction with
  | zero => simp
  | one => simp
  | more n h0 h1 =>
    rw [show ((n + 2 : ℕ) : ℤ) = (n : ℤ) + 2 by omega, Chebyshev.T_add_two,
      show (n : ℤ) + 1 = ((n + 1 : ℕ) : ℤ) by omega]
    have h2 : (2 * X : ℝ[X]).natDegree ≤ 1 := by compute_degree
    have h3 := natDegree_mul_le (p := (2 * X : ℝ[X])) (q := Chebyshev.T ℝ ((n + 1 : ℕ) : ℤ))
    exact (natDegree_sub_le _ _).trans (max_le (by omega) (by omega))

/-- Lanczos bound: let `l g ≤ l2 < lmax`, let all other eigenvalues lie in `[l2, lmax]`, and
let `v` make an angle `θ < π/2` with the eigenvector `b g`. Then `K_(m+1)(A, v)` contains a nonzero
vector with Rayleigh quotient at most `l g + (lmax - l g) tan² θ / T_m(1 + 2γ)²`. -/
theorem lanczos_bound (b : OrthonormalBasis ι ℝ E) (l : ι → ℝ) (A : Module.End ℝ E)
    (hA : ∀ i, A (b i) = l i • b i) (g : ι) (v : E) (hv : angle (b g) v < Real.pi / 2)
    {l2 lmax : ℝ} (h12 : l g ≤ l2) (h2m : l2 < lmax)
    (hl : ∀ i, i ≠ g → l2 ≤ l i ∧ l i ≤ lmax) (m : ℕ) :
    ∃ x ∈ krylov A v (m + 1), x ≠ 0 ∧ rayleigh A x ≤
      l g + (lmax - l g) * Real.tan (angle (b g) v) ^ 2 /
        (Chebyshev.T ℝ m).eval (1 + 2 * gapRatio (l g) l2 lmax) ^ 2 := by
  have hd : 0 < lmax - l2 := sub_pos.mpr h2m
  -- the affine map that takes [l2, lmax] to [-1, 1]
  obtain ⟨q, hqd, hq⟩ : ∃ q : ℝ[X], q.natDegree ≤ 1 ∧
      ∀ t, q.eval t = (l2 + lmax - 2 * t) / (lmax - l2) := by
    refine ⟨C (-2 / (lmax - l2)) * X + C ((l2 + lmax) / (lmax - l2)),
      natDegree_linear_le, fun t => ?_⟩
    simp only [eval_add, eval_mul, eval_C, eval_X]
    ring
  have hg : q.eval (l g) = 1 + 2 * gapRatio (l g) l2 lmax := by
    rw [hq, gapRatio]
    linear_combination div_self hd.ne'
  have hγ : 0 ≤ gapRatio (l g) l2 lmax := div_nonneg (sub_nonneg.mpr h12) hd.le
  obtain ⟨hr, hT⟩ := chebyshev_growth hγ m
  have hT0 : 0 < (Chebyshev.T ℝ m).eval (1 + 2 * gapRatio (l g) l2 lmax) :=
    lt_of_lt_of_le (half_pos (pow_pos hr m)) hT
  have hL : ∀ i, l i ≤ lmax := fun i => by
    by_cases h : i = g
    · rw [h]; linarith
    · exact (hl i h).2
  have hmain := rayleigh_filter_le b l A hA g v hv lmax hL ((Chebyshev.T ℝ m).comp q)
    (by rw [eval_comp, hg]; exact hT0.ne') (fun i h => by
      obtain ⟨ha, hb⟩ := hl i h
      have e1 : -1 ≤ q.eval (l i) := by rw [hq, le_div_iff₀ hd]; linarith
      have e2 : q.eval (l i) ≤ 1 := by rw [hq, div_le_iff₀ hd]; linarith
      rw [eval_comp, ← Real.cos_arccos e1 e2, Chebyshev.T_real_cos]
      exact Real.abs_cos_le_one _)
  rw [eval_comp, hg] at hmain
  refine ⟨_, aeval_mem_krylov A v _ (Nat.lt_succ_of_le ?_), hmain⟩
  calc ((Chebyshev.T ℝ m).comp q).natDegree
      ≤ (Chebyshev.T ℝ m).natDegree * q.natDegree := natDegree_comp_le
    _ ≤ m * 1 := Nat.mul_le_mul (chebyshev_degree m) hqd
    _ = m := mul_one m

/-- The Lanczos bound for a symmetric operator in finite dimension, with the eigenvalues and
eigenvectors of the spectral theorem: `g` labels the lowest level, the others lie in
`[l2, lmax]` with `l2 < lmax`, and `v` makes an angle below `π/2` with eigenvector `g`. -/
theorem lanczos_bound_symmetric [FiniteDimensional ℝ E] {n : ℕ}
    (hn : Module.finrank ℝ E = n) (A : Module.End ℝ E) (hA : A.IsSymmetric) (g : Fin n) (v : E)
    (hv : angle (hA.eigenvectorBasis hn g) v < Real.pi / 2)
    {l2 lmax : ℝ} (h12 : hA.eigenvalues hn g ≤ l2) (h2m : l2 < lmax)
    (hl : ∀ i, i ≠ g → l2 ≤ hA.eigenvalues hn i ∧ hA.eigenvalues hn i ≤ lmax) (m : ℕ) :
    ∃ x ∈ krylov A v (m + 1), x ≠ 0 ∧ rayleigh A x ≤ hA.eigenvalues hn g +
      (lmax - hA.eigenvalues hn g) * Real.tan (angle (hA.eigenvectorBasis hn g) v) ^ 2 /
        (Chebyshev.T ℝ m).eval (1 + 2 * gapRatio (hA.eigenvalues hn g) l2 lmax) ^ 2 :=
  lanczos_bound (hA.eigenvectorBasis hn) (hA.eigenvalues hn) A
    (fun i => hA.apply_eigenvectorBasis hn i) g v hv h12 h2m hl m

/-- Under the hypotheses of the Lanczos bound, `K_(m+1)(A, v)` contains a nonzero vector whose
Rayleigh quotient lies between `l g` and `l g + 4 (lmax - l g) tan² θ / ρ^(2m)`. -/
theorem lanczos_geometric (b : OrthonormalBasis ι ℝ E) (l : ι → ℝ) (A : Module.End ℝ E)
    (hA : ∀ i, A (b i) = l i • b i) (g : ι) (v : E) (hv : angle (b g) v < Real.pi / 2)
    {l2 lmax : ℝ} (h12 : l g ≤ l2) (h2m : l2 < lmax)
    (hl : ∀ i, i ≠ g → l2 ≤ l i ∧ l i ≤ lmax) (m : ℕ) :
    ∃ x ∈ krylov A v (m + 1), x ≠ 0 ∧ l g ≤ rayleigh A x ∧ rayleigh A x ≤
      l g + 4 * ((lmax - l g) * Real.tan (angle (b g) v) ^ 2) /
        (rate (gapRatio (l g) l2 lmax) ^ m) ^ 2 := by
  obtain ⟨x, hxK, hx0, hx⟩ := lanczos_bound b l A hA g v hv h12 h2m hl m
  refine ⟨x, hxK, hx0, ?_, hx.trans ?_⟩
  · -- variational principle: every excitation energy is nonnegative
    rw [rayleigh, le_div_iff₀ (pow_pos (norm_pos_iff.mpr hx0) 2), ← sub_nonneg,
      energy_excess b l A hA g]
    refine Finset.sum_nonneg fun i _ => mul_nonneg ?_ (sq_nonneg _)
    by_cases h : i = g
    · simp [h]
    · linarith [(hl i h).1]
  · have hγ : 0 ≤ gapRatio (l g) l2 lmax :=
      div_nonneg (sub_nonneg.mpr h12) (sub_pos.mpr h2m).le
    obtain ⟨hr, hT⟩ := chebyshev_growth hγ m
    have hr' := pow_pos hr m
    have hN : 0 ≤ (lmax - l g) * Real.tan (angle (b g) v) ^ 2 :=
      mul_nonneg (by linarith) (sq_nonneg _)
    generalize rate (gapRatio (l g) l2 lmax) ^ m = r at hT hr' ⊢
    have h1 := div_le_div_of_nonneg_left hN (pow_pos (half_pos hr') 2)
      (pow_le_pow_left₀ (half_pos hr').le hT 2)
    have h2 : (lmax - l g) * Real.tan (angle (b g) v) ^ 2 / (r / 2) ^ 2
        = 4 * ((lmax - l g) * Real.tan (angle (b g) v) ^ 2) / r ^ 2 := by ring
    linarith

end

end LanczosConvergence
```

```lean
#print axioms LanczosConvergence.lanczos_bound
#print axioms LanczosConvergence.lanczos_bound_symmetric
#print axioms LanczosConvergence.lanczos_geometric
```

```
'LanczosConvergence.lanczos_bound' depends on axioms: [propext, Classical.choice, Quot.sound]
'LanczosConvergence.lanczos_bound_symmetric' depends on axioms: [propext, Classical.choice, Quot.sound]
'LanczosConvergence.lanczos_geometric' depends on axioms: [propext, Classical.choice, Quot.sound]
```

## How low an energy the Krylov space contains

The problem is to find the ground-state energy of a large matrix that is accessed only through its products with vectors. After k − 1 products from a start v, the available states are the combinations of v, Av, …, A^(k−1)v. If v is not orthogonal to the ground state, the theorems guarantee that at least one such state has an energy within a stated distance of the ground level.

In `lanczos_bound`, `E` is a real inner product space with a finite orthonormal basis `b` of eigenvectors of `A`, and `l i` is the eigenvalue of `b i`. The index `g` marks the ground state, so `l g` is the textbook λ₁. All other eigenvalues lie in [l2, lmax], with l_g ≤ l2 < lmax. These two numbers are bounds and need not be eigenvalues; if all excited levels coincide, a larger lmax serves.

Let θ be the angle between v and b_g, T_m the Chebyshev polynomial of degree m, and γ = (l2 − l_g)/(lmax − l2), which is `gapRatio`. If θ < π/2, then `krylov A v (m + 1)` contains a nonzero x with

⟨x, Ax⟩/‖x‖² ≤ l_g + (lmax − l_g) tan²θ / T_m(1 + 2γ)².

Here m is the polynomial degree, and the Krylov index is k = m + 1. If v has a negative ground component, −v spans the same Krylov space and has an acute angle.

`lanczos_bound_symmetric` takes the eigenbasis of any symmetric operator in finite dimension from the spectral theorem. `lanczos_geometric` replaces the Chebyshev value by an explicit power and adds the variational lower bound l_g.

For a real symmetric Hamiltonian in a finite orthonormal basis, such as a configuration-interaction matrix, this relates convergence to the gap, the spectral width and the initial overlap. The Lanczos recursion itself does not appear in the statements. The step to a real calculation is to identify the program's lowest Ritz value with the minimum of the Rayleigh quotient over the Krylov space, which rounding errors can spoil.

## Filtering out the excited states

Write c_i = ⟨b_i, v⟩ and x = p(A)v for a polynomial p. Each power of A multiplies component i by a power of l_i, so x has components p(l_i)c_i (`inner_aeval`). Hence (`energy_excess`)

⟨x, Ax⟩ − l_g‖x‖² = Σ_i (l_i − l_g) p(l_i)² c_i².

The term i = g vanishes. If |p| ≤ 1 at the other eigenvalues and none exceeds L, the sum is at most (L − l_g) Σ_{i≠g} c_i². Also ‖x‖² ≥ p(l_g)² c_g², which is positive when p(l_g) ≠ 0, because θ < π/2 makes c_g positive. Since cos θ = c_g/‖v‖,

tan²θ = Σ_{i≠g} c_i² / c_g².

Dividing the excess by ‖x‖² gives `rayleigh_filter_le`:

⟨x, Ax⟩/‖x‖² ≤ l_g + (L − l_g) tan²θ / p(l_g)².

In the code, `k1` is the norm estimate and `k2` the estimate of the excess.

For the filter, set L = lmax and p(t) = T_m(q(t)), where

q(t) = (l2 + lmax − 2t)/(lmax − l2).

The map q takes [l2, lmax] to [−1, 1], where T_m(cos φ) = cos(mφ) keeps |p| ≤ 1. At the ground level q(l_g) = 1 + 2γ, so p(l_g) = T_m(1 + 2γ), which is positive by `chebyshev_growth`, proved in the next section. The degree of p is at most m (`chebyshev_degree`), so x lies in K_(m+1) by `aeval_mem_krylov`.

## Geometric decay of the error

Let ρ and w be 1 + 2γ ± 2√(γ² + γ), with ρ taking the plus sign (`rate`). Then ρw = 1 and ρ + w = 2(1 + 2γ). Induction with T_(n+2)(y) = 2y T_(n+1)(y) − T_n(y) gives

T_m(1 + 2γ) = (ρ^m + w^m)/2 ≥ ρ^m/2,

because w > 0. This is `chebyshev_growth`; inserting it bounds the error by 4(lmax − l_g) tan²θ / ρ^(2m). The lower bound holds because every term of the excess is nonnegative.

In the opening example l2 = 1, lmax = 3, γ = 1/2 and tan²θ = 1/2. For m = 1 the filter is q(t) = 2 − t and T₁(2) = 2, so the bound is 3 · (1/2)/4 = 3/8, above the value 2/9 found there. With ρ = 2 + √3 the geometric bound is about 0.43.

If the ground level is degenerate, the hypotheses force l2 = l_g. Then γ = 0 and T_m(1) = 1, and the bound does not improve with m, although the Krylov space may still contain states of lower energy than the bound.
